# A complex virial theorem for stationary resonance trajectories in a finite basis

To locate a resonance, such as a doubly excited state of an atom, by complex scaling, one diagonalises the rotated Hamiltonian at a series of angles $t$ and looks for an angle at which a chosen eigenvalue $E(t)$ stops moving or, as is usual in a finite basis, moves most slowly. If the eigenvector there is continuous in $t$ and can be normalised without complex conjugation, the stopping condition is a virial relation between the complex kinetic and potential energies. It can be tested from a single diagonalisation, in any finite-matrix model whose kinetic and potential matrices are complex symmetric and scale with the angle as they do for an atom.

## The rotated Hamiltonian and its energies

The basis is finite and labelled by `n`. Vectors are functions `n → ℂ`, and `u ⬝ᵥ v` is the c-product $u^Tv=\sum_j u_jv_j$, with no conjugation.

In Lean 4 with Mathlib:

```lean
import Mathlib

open Matrix Filter Topology
open Complex (I)

namespace ComplexVirial

noncomputable section

variable {n : Type*} [Fintype n]
```

Rotating all electron coordinates, $r\to e^{it}r$, multiplies the kinetic energy by $e^{-2it}$ and the Coulomb potential of an atom, with its nucleus at the origin, by $e^{-it}$. With $T$ and $V$ the unrotated matrices,

$$H(t)=e^{-2it}T+e^{-it}V .$$

The second phase stands for the $1/r$ form of every interaction; other potentials need another law. The overlap matrix is taken to be the identity.

```lean
/-- The complex-rotated Hamiltonian `exp(-2it) T + exp(-it) V` at rotation angle `t`. -/
def rotatedH (T V : Matrix n n ℂ) (t : ℝ) : Matrix n n ℂ :=
  Complex.exp (-2 * I * t) • T + Complex.exp (-I * t) • V
```

For a vector $c$, the rotated kinetic energy is $K=e^{-2it}\,c^TTc$.

```lean
/-- The rotated kinetic energy `exp(-2it) cᵀTc`, formed without complex conjugation. -/
def kinetic (T : Matrix n n ℂ) (t : ℝ) (c : n → ℂ) : ℂ :=
  Complex.exp (-2 * I * t) * (c ⬝ᵥ T *ᵥ c)
```

The rotated potential energy is $P=e^{-it}\,c^TVc$. Both are complex in general, and they are expectation values when $c^Tc=1$.

```lean
/-- The rotated potential energy `exp(-it) cᵀVc`, formed without complex conjugation. -/
def potential (V : Matrix n n ℂ) (t : ℝ) (c : n → ℂ) : ℂ :=
  Complex.exp (-I * t) * (c ⬝ᵥ V *ᵥ c)
```

## Comparing eigenvectors at two angles

Matrix elements are linear in the Hamiltonian:

$$u^TH(t)v=e^{-2it}u^TTv+e^{-it}u^TVv .$$

```lean
/-- Matrix elements of the rotated Hamiltonian split into a kinetic and a potential part. -/
theorem rotatedH_element (T V : Matrix n n ℂ) (t : ℝ) (u v : n → ℂ) :
    u ⬝ᵥ rotatedH T V t *ᵥ v =
      Complex.exp (-2 * I * t) * (u ⬝ᵥ T *ᵥ v) + Complex.exp (-I * t) * (u ⬝ᵥ V *ᵥ v) := by
  simp only [rotatedH, Matrix.add_mulVec, Matrix.smul_mulVec, dotProduct_add,
    dotProduct_smul, smul_eq_mul]
```

The hypothesis `IsSymm` says $M^T=M$, which is complex symmetry and not Hermiticity. It holds for $T$ and $V$ in a real basis. It gives $u^TMv=(M^Tu)^Tv=(Mu)^Tv=v^TMu$.

```lean
/-- A complex symmetric matrix has symmetric matrix elements in the c-product. -/
theorem element_symm {M : Matrix n n ℂ} (hM : M.IsSymm) (u v : n → ℂ) :
    u ⬝ᵥ M *ᵥ v = v ⬝ᵥ M *ᵥ u := by
  rw [Matrix.dotProduct_mulVec, ← Matrix.mulVec_transpose, hM.eq, dotProduct_comm]
```

Let $H(t)u=\varepsilon u$ and $H(s)v=\eta v$. Then $u^TH(s)v=\eta\,u^Tv$, while symmetry gives $u^TH(t)v=v^TH(t)u=\varepsilon\,u^Tv$. Subtracting,

$$(\eta-\varepsilon)\,u^Tv=(e^{-2is}-e^{-2it})\,u^TTv+(e^{-is}-e^{-it})\,u^TVv .$$

In the proof, `h1` and `h2` are these two evaluations, and `linear_combination` subtracts them.

```lean
/-- For complex symmetric `T` and `V`, the energy difference between eigenvectors at two rotation
angles, times their overlap, is the matrix element of the change in the Hamiltonian. -/
theorem two_angle_identity {T V : Matrix n n ℂ} (hT : T.IsSymm) (hV : V.IsSymm)
    {s t : ℝ} {ε η : ℂ} {u v : n → ℂ}
    (hu : rotatedH T V t *ᵥ u = ε • u) (hv : rotatedH T V s *ᵥ v = η • v) :
    (η - ε) * (u ⬝ᵥ v) =
      (Complex.exp (-2 * I * s) - Complex.exp (-2 * I * t)) * (u ⬝ᵥ T *ᵥ v)
        + (Complex.exp (-I * s) - Complex.exp (-I * t)) * (u ⬝ᵥ V *ᵥ v) := by
  have h1 := rotatedH_element T V s u v
  have h2 := rotatedH_element T V t v u
  rw [hv, dotProduct_smul, smul_eq_mul] at h1
  rw [hu, dotProduct_smul, smul_eq_mul, dotProduct_comm v u,
    element_symm hT v u, element_symm hV v u] at h2
  linear_combination h1 - h2
```

## The slope of the trajectory

The phases are differentiated with respect to the real angle: $\frac{d}{dt}e^{kt}=k\,e^{kt}$ for complex $k$.

```lean
/-- The phase factor `exp(kt)` has derivative `k exp(kt)` in the real angle `t`. -/
theorem hasDerivAt_phase (k : ℂ) (t : ℝ) :
    HasDerivAt (fun s : ℝ => Complex.exp (k * s)) (k * Complex.exp (k * t)) t := by
  have h0 : HasDerivAt (fun s : ℝ => (s : ℂ)) 1 t :=
    (Complex.ofRealCLM.hasDerivAt (x := t)).congr_deriv (by simp)
  exact (h0.const_mul k).cexp.congr_deriv (by ring)
```

Now put $u=c(t)$ and $v=c(s)$, and divide by $s-t$ and by the overlap:

$$\frac{E(s)-E(t)}{s-t}=\frac{\dfrac{e^{-2is}-e^{-2it}}{s-t}\,c(t)^TTc(s)+\dfrac{e^{-is}-e^{-it}}{s-t}\,c(t)^TVc(s)}{c(t)^Tc(s)} .$$

Since $c$ is continuous at $t$ and $c(t)^Tc(t)=1$, the overlap is nonzero for $s$ near $t$ and tends to 1. As $s\to t$,

$$E'(t)=-2i\,e^{-2it}c^TTc-i\,e^{-it}c^TVc=-i(2K+P).$$

The eigenvalue equation is required only near $t$ (`∀ᶠ s in 𝓝 t`), and the normalisation only at $t$. In the proof, `hM` and `hN` are the limits of the matrix elements and the overlap, `hlim` is the limit of the right-hand side, and `hE` identifies that side with the difference quotient.

A shorter proof would assume that $c$ is differentiable and that $c^Tc=1$ at all angles. Differentiating $E=c^THc$ then gives the same slope in one line, because the terms in $c'$ add up to $E\,(c^Tc)'=0$. The theorem would be weaker, because it would need a differentiable eigenvector; here continuity at $t$ is enough, and the differentiability of $E$ is a conclusion.

```lean
/-- Eigenvalue trajectory: for complex symmetric `T` and `V`, an eigenvector continuous at `t` with
`cᵀc = 1` there has an energy that is differentiable at `t`, with slope `-i(2K + P)`, where `K` and
`P` are the rotated kinetic and potential energies. -/
theorem trajectory_slope {T V : Matrix n n ℂ} (hT : T.IsSymm) (hV : V.IsSymm)
    {E : ℝ → ℂ} {c : ℝ → n → ℂ} {t : ℝ} (hc : ContinuousAt c t)
    (hev : ∀ᶠ s in 𝓝 t, rotatedH T V s *ᵥ c s = E s • c s) (hn : c t ⬝ᵥ c t = 1) :
    HasDerivAt E (-I * (2 * kinetic T t (c t) + potential V t (c t))) t := by
  have hc' : Tendsto c (𝓝[≠] t) (𝓝 (c t)) := hc.tendsto.mono_left nhdsWithin_le_nhds
  -- matrix elements and overlap with the fixed vector `c t` are continuous
  have hM : ∀ M : Matrix n n ℂ,
      Tendsto (fun s => c t ⬝ᵥ M *ᵥ c s) (𝓝[≠] t) (𝓝 (c t ⬝ᵥ M *ᵥ c t)) := by
    intro M
    have h : Continuous (fun v : n → ℂ => c t ⬝ᵥ M *ᵥ v) := by
      simp only [dotProduct, Matrix.mulVec]
      fun_prop
    exact (h.tendsto (c t)).comp hc'
  have hN : Tendsto (fun s => c t ⬝ᵥ c s) (𝓝[≠] t) (𝓝 (c t ⬝ᵥ c t)) := by
    have h : Continuous (fun v : n → ℂ => c t ⬝ᵥ v) := by
      simp only [dotProduct]
      fun_prop
    exact (h.tendsto (c t)).comp hc'
  have h0 : c t ⬝ᵥ c t ≠ 0 := by
    rw [hn]
    exact one_ne_zero
  have hne : ∀ᶠ s in 𝓝[≠] t, c t ⬝ᵥ c s ≠ 0 :=
    hN.eventually (isOpen_ne.eventually_mem h0)
  have ha := hasDerivAt_iff_tendsto_slope.mp (hasDerivAt_phase (-2 * I) t)
  have hb := hasDerivAt_iff_tendsto_slope.mp (hasDerivAt_phase (-I) t)
  have hlim := ((ha.mul (hM T)).add (hb.mul (hM V))).div hN h0
  -- the difference quotient of `E` is given by the two-angle identity
  have hE : Tendsto (slope E t) (𝓝[≠] t) (𝓝 _) := hlim.congr' (by
    filter_upwards [hev.filter_mono nhdsWithin_le_nhds, hne] with s h1 h2
    have h := two_angle_identity hT hV hev.self_of_nhds h1
    simp only [slope, vsub_eq_sub, Complex.real_smul, Pi.div_apply]
    rw [div_eq_iff h2]
    linear_combination (-(((s - t)⁻¹ : ℝ) : ℂ)) * h)
  refine (hasDerivAt_iff_tendsto_slope.mpr hE).congr_deriv ?_
  rw [hn]
  simp only [kinetic, potential]
  ring
```

## The virial condition and the energy at a stationary point

Because $-i\neq0$, the slope vanishes exactly when $2K=-P$. `HasDerivAt E 0 t` says that $E$ has derivative zero at $t$, so the real and imaginary parts are stationary together. The forward direction uses uniqueness of the derivative; the converse substitutes the relation into the slope.

```lean
/-- Complex virial theorem: for complex symmetric `T` and `V` and an eigenvector continuous at `t`
with `cᵀc = 1` there, the trajectory is stationary at `t` exactly when `2K = -P`. -/
theorem complex_virial {T V : Matrix n n ℂ} (hT : T.IsSymm) (hV : V.IsSymm)
    {E : ℝ → ℂ} {c : ℝ → n → ℂ} {t : ℝ} (hc : ContinuousAt c t)
    (hev : ∀ᶠ s in 𝓝 t, rotatedH T V s *ᵥ c s = E s • c s) (hn : c t ⬝ᵥ c t = 1) :
    HasDerivAt E 0 t ↔ 2 * kinetic T t (c t) = -potential V t (c t) := by
  have h := trajectory_slope hT hV hc hev hn
  constructor
  · intro hs
    have h2 := (mul_eq_zero.mp (h.unique hs)).resolve_left (neg_ne_zero.mpr Complex.I_ne_zero)
    linear_combination h2
  · intro h2
    exact h.congr_deriv (by linear_combination (-I) * h2)
```

Taking the c-product of $Hc=Ec$ with $c$ gives $E=K+P$. With $2K=-P$ this becomes

$$E=-K=\tfrac12P ,$$

the familiar bound-state partition, now for complex energies. The theorem does not show that a stationary angle exists, nor that a stationary eigenvalue of a finite matrix is a physical resonance.

```lean
/-- For complex symmetric `T` and `V` and an eigenvector continuous at `t` with `cᵀc = 1` there, if
the trajectory is stationary at `t` then the complex energy there is minus the rotated kinetic
energy and half the rotated potential energy. -/
theorem stationary_energy {T V : Matrix n n ℂ} (hT : T.IsSymm) (hV : V.IsSymm)
    {E : ℝ → ℂ} {c : ℝ → n → ℂ} {t : ℝ} (hc : ContinuousAt c t)
    (hev : ∀ᶠ s in 𝓝 t, rotatedH T V s *ᵥ c s = E s • c s) (hn : c t ⬝ᵥ c t = 1)
    (hs : HasDerivAt E 0 t) :
    E t = -kinetic T t (c t) ∧ E t = potential V t (c t) / 2 := by
  have hvir := (complex_virial hT hV hc hev hn).mp hs
  have hsum : E t = kinetic T t (c t) + potential V t (c t) := by
    have h := rotatedH_element T V t (c t) (c t)
    rw [hev.self_of_nhds, dotProduct_smul, hn, smul_eq_mul, mul_one] at h
    exact h
  constructor
  · linear_combination hsum + hvir
  · linear_combination hsum + hvir / 2
```

In code, a general eigensolver usually returns a vector $v$ with unit Hermitian norm, which is not the normalisation used here. The energies are then

$$K=e^{-2it}\frac{v^TTv}{v^Tv},\qquad P=e^{-it}\frac{v^TVv}{v^Tv},$$

with an unconjugated product throughout: in NumPy `v @ v`, not `np.vdot(v, v)`. If the eigenvalue is a simple root of the characteristic polynomial, $|2K+P|$ is the speed of its trajectory at that angle, obtained without a finite difference. Where two trajectories cross, the solver may return a mixture of the two eigenvectors, and $|2K+P|$ then need not be the speed of either.

## Where normalisation fails

The division by $v^Tv$ can break down. Take $T=\mathrm{diag}(1,-1)$ and let $V$ have zero diagonal and off-diagonal entries $i$. This is an algebraic example and not an atom: its $T$ is not a positive kinetic energy, and its $V$ is complex symmetric but not Hermitian, so even the unrotated Hamiltonian is not Hermitian.

```lean
/-- A two-level rotated Hamiltonian with `T = diag(1, -1)` and off-diagonal coupling `i` in `V`. -/
def twoLevel (t : ℝ) : Matrix (Fin 2) (Fin 2) ℂ :=
  rotatedH !![1, 0; 0, -1] !![0, I; I, 0] t
```

Write $a=e^{-2is}$ and $b=e^{-is}$, so that $b^2=a$. The secular equations for eigenvalue $\varepsilon$ and components $v_0,v_1$ are

$$av_0+ibv_1=\varepsilon v_0,\qquad ibv_0-av_1=\varepsilon v_1 .$$

Eliminating either amplitude leaves $(\varepsilon^2-a^2+a)$ times the other equal to zero. Since $v\neq0$,

$$\varepsilon^2=a^2-a=e^{-4is}-e^{-2is}.$$

`hx` and `hy` are the two eliminations.

```lean
/-- Every eigenvalue of the two-level Hamiltonian at angle `s` obeys
`ε² = exp(-4is) - exp(-2is)`, and its eigenvector obeys the first secular equation. -/
theorem twoLevel_secular {s : ℝ} {ε : ℂ} {v : Fin 2 → ℂ} (hv : v ≠ 0)
    (h : twoLevel s *ᵥ v = ε • v) :
    ε * ε = Complex.exp (-2 * I * s) * Complex.exp (-2 * I * s) - Complex.exp (-2 * I * s) ∧
      Complex.exp (-2 * I * s) * v 0 + Complex.exp (-I * s) * I * v 1 = ε * v 0 := by
  have hb : Complex.exp (-I * s) ^ 2 = Complex.exp (-2 * I * s) := by
    rw [sq, ← Complex.exp_add]
    congr 1
    ring
  have hI := Complex.I_sq
  simp only [twoLevel, rotatedH] at h
  generalize Complex.exp (-2 * I * s) = a at h hb ⊢
  generalize Complex.exp (-I * s) = b at h hb ⊢
  have h0 : a * v 0 + b * I * v 1 = ε * v 0 := by
    have h' := congrFun h 0
    simp [Matrix.mulVec, dotProduct, Fin.sum_univ_two] at h'
    linear_combination h'
  have h1 : b * I * v 0 - a * v 1 = ε * v 1 := by
    have h' := congrFun h 1
    simp [Matrix.mulVec, dotProduct, Fin.sum_univ_two] at h'
    linear_combination h'
  refine ⟨?_, h0⟩
  -- eliminate one amplitude at a time
  have hx : (ε * ε - (a * a - a)) * v 0 = 0 := by
    linear_combination (-ε - a) * h0 - b * I * h1 - v 0 * hb + b ^ 2 * v 0 * hI
  have hy : (ε * ε - (a * a - a)) * v 1 = 0 := by
    linear_combination (a - ε) * h1 - b * I * h0 - v 1 * hb + b ^ 2 * v 1 * hI
  by_contra hne
  exact hv (funext (Fin.forall_fin_two.mpr
    ⟨(mul_eq_zero.mp hx).resolve_left (sub_ne_zero.mpr hne),
      (mul_eq_zero.mp hy).resolve_left (sub_ne_zero.mpr hne)⟩))
```

At $s=0$ this gives $\varepsilon=0$, and the first equation becomes $v_0=-iv_1$. Hence $v^Tv=-v_1^2+v_1^2=0$: every eigenvector is self-orthogonal, and none can be scaled to $c^Tc=1$.

The slope fails as well. Let $E(s)$ be any choice of eigenvalue at each angle. If $E$ were differentiable at 0, then $E^2$ would have slope $2E(0)E'(0)=0$ there, whereas $e^{-4is}-e^{-2is}$ has slope $-4i+2i=-2i$. The angle $s=0$ is an exceptional point, and the trajectory has no derivative there to set to zero.

```lean
/-- Exceptional point: at zero angle every eigenvector of the two-level Hamiltonian has `vᵀv = 0`,
and no choice of an eigenvalue at each angle is differentiable there. -/
theorem exceptional_point {E : ℝ → ℂ}
    (hE : ∀ s, ∃ v : Fin 2 → ℂ, v ≠ 0 ∧ twoLevel s *ᵥ v = E s • v) :
    (∀ (ε : ℂ) (v : Fin 2 → ℂ), twoLevel 0 *ᵥ v = ε • v → v ⬝ᵥ v = 0) ∧
      ¬ DifferentiableAt ℝ E 0 := by
  constructor
  · intro ε v h
    by_cases hv : v = 0
    · simp [hv]
    · obtain ⟨h2, h3⟩ := twoLevel_secular hv h
      have hε : ε = 0 := by simpa using h2
      have h0 : v 0 + I * v 1 = 0 := by simpa [hε] using h3
      rw [dotProduct, Fin.sum_univ_two]
      linear_combination (v 0 - I * v 1) * h0 + (v 1) ^ 2 * Complex.I_sq
  · intro hd
    have hsq : ∀ s : ℝ, E s * E s =
        Complex.exp (-2 * I * s) * Complex.exp (-2 * I * s) - Complex.exp (-2 * I * s) := by
      intro s
      obtain ⟨v, hv, h⟩ := hE s
      exact (twoLevel_secular hv h).1
    have hE0 : E 0 = 0 := by simpa using hsq 0
    -- `E²` would have slope zero, but the secular equation gives slope `-2i`
    have h1 := hd.hasDerivAt.fun_mul hd.hasDerivAt
    rw [funext hsq] at h1
    have hp := hasDerivAt_phase (-2 * I) 0
    have h2 := h1.unique ((hp.fun_mul hp).fun_sub hp)
    simp only [hE0, Complex.ofReal_zero, mul_zero, zero_mul, Complex.exp_zero, mul_one,
      one_mul, add_zero] at h2
    exact Complex.I_ne_zero (by linear_combination (1 / 2) * h2)

end

end ComplexVirial
```

```lean
#print axioms ComplexVirial.complex_virial
-- 'ComplexVirial.complex_virial' depends on axioms: [propext, Classical.choice, Quot.sound]
#print axioms ComplexVirial.stationary_energy
-- 'ComplexVirial.stationary_energy' depends on axioms: [propext, Classical.choice, Quot.sound]
#print axioms ComplexVirial.exceptional_point
-- 'ComplexVirial.exceptional_point' depends on axioms: [propext, Classical.choice, Quot.sound]
```
